# A doubly filled sphere of plane waves has the least kinetic energy for its number of electrons

Electrons in a periodic cube of side `L` occupy plane-wave spin orbitals, each holding at most one electron, and an orbital with integer wave vector n contributes (2π/L)²|n|²/2 to the kinetic energy in atomic units. The theorem `closedShell_minimal` says that filling both spins of every plane wave with |n|² ≤ `m` costs no more kinetic energy than any other finite occupation `T` with the same number of electrons. Only kinetic energy is counted, with no interaction between the electrons. The proof sets aside the orbitals common to both occupations and compares the rest, which are equal in number: those only in the closed shell have energy at most (2π/L)²`m`/2 each, and those only in `T` have at least that.

As first written in Lean, the proof fails:

```lean
import Mathlib

open scoped Real

namespace ElectronGasFiniteSize

/-- A plane wave in a periodic cube, labelled by its integer wave vector. -/
abbrev Mode := ℤ × ℤ × ℤ

/-- The squared norm of an integer wave vector. -/
def nsq (n : Mode) : ℤ := n.1 ^ 2 + n.2.1 ^ 2 + n.2.2 ^ 2

/-- The integer wave vectors with squared norm at most `m`, listed by searching a finite box. -/
noncomputable def sphere (m : ℕ) : Finset Mode :=
  (Finset.Icc (-(m : ℤ)) m ×ˢ (Finset.Icc (-(m : ℤ)) m ×ˢ Finset.Icc (-(m : ℤ)) m)).filter
    (fun n => nsq n ≤ (m : ℤ))

/-- The occupation in which every plane wave of the sphere holds two electrons of opposite spin. -/
noncomputable def closedShell (m : ℕ) : Finset (Mode × Bool) := sphere m ×ˢ Finset.univ

/-- The kinetic energy, in atomic units, of a set of occupied spin orbitals in a cube of side `L`. -/
noncomputable def energy (L : ℝ) (T : Finset (Mode × Bool)) : ℝ :=
  ∑ p ∈ T, (2 * π / L) ^ 2 * (nsq p.1 : ℝ) / 2

/-- The finite list `sphere m` contains exactly the integer vectors of squared norm at most `m`. -/
theorem mem_sphere (m : ℕ) (n : Mode) : n ∈ sphere m ↔ nsq n ≤ (m : ℤ) := by
  have h : ∀ a : ℤ, a ≤ a ^ 2 := by
    intro a
    rcases le_or_gt a 0 with h | h
    · nlinarith [sq_nonneg a]
    · have h1 : 1 ≤ a := h
      nlinarith
  -- an integer is bounded in size by its square
  have key : ∀ a : ℤ, a ^ 2 ≤ (m : ℤ) → -(m : ℤ) ≤ a ∧ a ≤ (m : ℤ) := by
    intro a ha
    have h1 := h a
    have h2 := h (-a)
    rw [neg_sq] at h2
    constructor <;> linarith
  simp only [sphere, Finset.mem_filter, Finset.mem_product, Finset.mem_Icc]
  refine ⟨fun hn => hn.2, fun hn => ⟨?_, hn⟩⟩
  unfold nsq at hn
  have h1 := sq_nonneg n.1
  have h2 := sq_nonneg n.2.1
  have h3 := sq_nonneg n.2.2
  exact ⟨key _ (by linarith), key _ (by linarith), key _ (by linarith)⟩

/-- No occupation with the same number of electrons has less kinetic energy than a closed shell. -/
theorem closedShell_minimal (L : ℝ) (m : ℕ) (T : Finset (Mode × Bool))
    (hT : T.card = (closedShell m).card) : energy L (closedShell m) ≤ energy L T := by
  have hmem : ∀ p : Mode × Bool, p ∈ closedShell m ↔ nsq p.1 ≤ (m : ℤ) := by
    intro p
    simp [closedShell, mem_sphere]
  unfold energy
  set S := closedShell m
  set f : Mode × Bool → ℝ := fun p => (2 * π / L) ^ 2 * (nsq p.1 : ℝ) / 2 with hf
  -- electrons moved out of the sphere start below its surface and end above it
  have h1 : ∑ p ∈ S \ T, f p ≤ (S \ T).card • ((2 * π / L) ^ 2 * (m : ℝ) / 2) := by
    apply Finset.sum_le_card_nsmul
    intro p hp
    have h : (nsq p.1 : ℝ) ≤ (m : ℝ) := by
      exact_mod_cast (hmem p).mp (Finset.mem_sdiff.mp hp).1
    simp only [hf]
    gcongr
  have h2 : (T \ S).card • ((2 * π / L) ^ 2 * (m : ℝ) / 2) ≤ ∑ p ∈ T \ S, f p := by
    apply Finset.card_nsmul_le_sum
    intro p hp
    have h0 : (m : ℤ) ≤ nsq p.1 :=
      (not_le.mp (fun h => (Finset.mem_sdiff.mp hp).2 ((hmem p).mpr h))).le
    have h : (m : ℝ) ≤ (nsq p.1 : ℝ) := by exact_mod_cast h0
    simp only [hf]
    gcongr
  have hc : (S \ T).card = (T \ S).card := by
    have a := Finset.card_sdiff_add_card_inter S T
    have b := Finset.card_sdiff_add_card_inter T S
    rw [Finset.inter_comm] at b
    omega
  have a := Finset.sum_inter_add_sum_diff S T f
  have b := Finset.sum_inter_add_sum_diff T S f
  rw [Finset.inter_comm] at b
  rw [hc] at h1
  linarith

end ElectronGasFiniteSize
```

Compiling this gives:

```
Main.lean:78:12: error(lean.unknownIdentifier): Unknown constant `Finset.sum_inter_add_sum_diff`
Main.lean:50:84: error: unsolved goals
L : ℝ
m : ℕ
T : Finset (Mode × Bool)
S : Finset (Mode × Bool) := closedShell m
hT : T.card = S.card
hmem : ∀ (p : Mode × Bool), p ∈ S ↔ nsq p.1 ≤ ↑m
f : Mode × Bool → ℝ := fun p => (2 * π / L) ^ 2 * ↑(nsq p.1) / 2
hf : f = fun p => (2 * π / L) ^ 2 * ↑(nsq p.1) / 2
h1 : ∑ p ∈ S \ T, f p ≤ (S \ T).card • ((2 * π / L) ^ 2 * ↑m / 2)
h2 : (T \ S).card • ((2 * π / L) ^ 2 * ↑m / 2) ≤ ∑ p ∈ T \ S, f p
hc : (S \ T).card = (T \ S).card
⊢ S.sum f ≤ T.sum f
```

Diagnosis. The first message says that Lean knows no constant called `Finset.sum_inter_add_sum_diff`. The proof needs a lemma that splits a sum over `S` into the sums over `S ∩ T` and `S \ T`, and the repair uses the one named `Finset.sum_inter_add_sum_sdiff`, with `sdiff` in place of `diff`.

The second message follows from the first. The proof stopped at the unknown name, so the final `linarith` never ran and the main inequality was left open. The listed hypotheses include `h1`, `h2` and `hc`, so the energy bounds and the equal count were already in place.

The diff corrects the name in both lines that use it, once for `S` and once for `T`. With the two splittings available, the remaining steps go through unchanged and `linarith` closes the goal.

The edit to the comment is mere tidying and has no effect on the proof. It makes the wording exact, since an orbital with |n|² equal to `m` lies on the surface of the sphere and belongs to the closed shell.

Lean accepts the file once it reads:

```diff
@@ -55,5 +55,5 @@
   set S := closedShell m
   set f : Mode × Bool → ℝ := fun p => (2 * π / L) ^ 2 * (nsq p.1 : ℝ) / 2 with hf
-  -- electrons moved out of the sphere start below its surface and end above it
+  -- electrons moved out of the sphere start inside it or on its surface and end outside it
   have h1 : ∑ p ∈ S \ T, f p ≤ (S \ T).card • ((2 * π / L) ^ 2 * (m : ℝ) / 2) := by
     apply Finset.sum_le_card_nsmul
@@ -76,6 +76,6 @@
     rw [Finset.inter_comm] at b
     omega
-  have a := Finset.sum_inter_add_sum_diff S T f
-  have b := Finset.sum_inter_add_sum_diff T S f
+  have a := Finset.sum_inter_add_sum_sdiff S T f
+  have b := Finset.sum_inter_add_sum_sdiff T S f
   rw [Finset.inter_comm] at b
   rw [hc] at h1
```
